# At fixed Hamiltonian, a relative overlap error q < 1 moves the level e_k by at most q|e_k|/(1 − q)

A single basis function with Hamiltonian element $h$ and overlap $s>0$ has the level $e=h/s$. If the overlap is computed as $s+d$, with $|d|\le qs$ and $q<1$, the level becomes $f=h/(s+d)$, and

$$f-e=-\frac{e\,d}{s+d},\qquad |f-e|\le\frac{q\,|e|}{1-q}.$$

The size of $s$ has dropped out; only the relative error matters. With $n$ non-orthogonal functions, $q$ bounds the relative error in the squared norm of every linear combination; a bound $q$ on the relative error of each overlap element would not be enough. The eigenvectors can now change as well, yet the same bound holds for every level, counted in increasing order.

```lean
import Mathlib

open Matrix
open scoped ComplexOrder

namespace RelativeOverlapError

variable {n : ℕ} {H S S' D C : Matrix (Fin n) (Fin n) ℂ} {e f : Fin n → ℝ} {q : ℝ}
```

## Levels in a non-orthogonal basis

Let $H$ be the Hamiltonian matrix, $S$ the overlap matrix and $D$ the error in $S$ (not a density matrix). For a coefficient vector $c$, $c^\dagger Sc$ is the squared norm of the orbital and $c^\dagger Hc$ its unnormalised energy. `form` takes the real part of such an expression, which for a Hermitian matrix is the whole of it.

```lean
/-- The real part of the quadratic form `cᴴ A c`. -/
def form (A : Matrix (Fin n) (Fin n) ℂ) (c : Fin n → ℂ) : ℝ := (star c ⬝ᵥ A *ᵥ c).re
```

The levels $e_i$ and the coefficient matrix $C$, with one orbital per column, satisfy

$$C^\dagger SC=1,\qquad HC=SC\,\mathrm{diag}(e).$$

These are equations of Roothaan type with $H$ held fixed.

```lean
/-- The columns of `C` are orthonormal in the overlap `S` and solve the generalised
eigenvalue equations `H C = S C diag(e)`. -/
def IsSolution (H S : Matrix (Fin n) (Fin n) ℂ) (e : Fin n → ℝ)
    (C : Matrix (Fin n) (Fin n) ℂ) : Prop :=
  Cᴴ * S * C = 1 ∧ H * C = S * C * diagonal (fun i => (e i : ℂ))
```

The levels are listed in increasing order and repeated by multiplicity. The index `k : Fin n` starts at 0, so $e_0$ is the lowest level.

```lean
/-- The numbers `e` are the generalised eigenvalues of `(H, S)` in increasing order,
repeated by multiplicity, with a complete set of `S`-orthonormal eigenvectors. -/
def OrderedLevels (H S : Matrix (Fin n) (Fin n) ℂ) (e : Fin n → ℝ) : Prop :=
  Monotone e ∧ ∃ C, IsSolution H S e C
```

## Both forms as sums over orbitals

Substituting $x=Ca$ in a quadratic form with matrix $A$ gives $x^\dagger Ax=a^\dagger(C^\dagger AC)a$.

```lean
/-- A change of basis `C` turns the matrix `A` of a quadratic form into `Cᴴ A C`. -/
theorem form_mulVec (A C : Matrix (Fin n) (Fin n) ℂ) (a : Fin n → ℂ) :
    form A (C *ᵥ a) = form (Cᴴ * A * C) a := by
  unfold form
  rw [Matrix.star_mulVec, ← Matrix.dotProduct_mulVec]
  simp only [Matrix.mulVec_mulVec, Matrix.mul_assoc]
```

Take $a=C^\dagger Sx$. Since $C$ is square, $C^\dagger SC=1$ implies $CC^\dagger S=1$, so $x=Ca$. Moreover $C^\dagger HC=C^\dagger SC\,\mathrm{diag}(e)=\mathrm{diag}(e)$. Therefore

$$x^\dagger Sx=\sum_i|a_i|^2,\qquad x^\dagger Hx=\sum_i e_i|a_i|^2.$$

In the code, `hx` is the identity $x=Ca$ and `hdiag` evaluates the diagonal forms.

```lean
/-- In the eigenvector coefficients `Cᴴ S x`, the overlap form is the sum of squared moduli
and the energy form is the same sum weighted by the levels. -/
theorem form_eq_sum (hC : IsSolution H S e C) (x : Fin n → ℂ) :
    form S x = ∑ i, Complex.normSq (((Cᴴ * S) *ᵥ x) i) ∧
    form H x = ∑ i, e i * Complex.normSq (((Cᴴ * S) *ᵥ x) i) := by
  have hdiag : ∀ (w : Fin n → ℝ) (a : Fin n → ℂ),
      form (diagonal (fun i => (w i : ℂ))) a = ∑ i, w i * Complex.normSq (a i) := by
    intro w a
    simp only [form, dotProduct, Matrix.mulVec_diagonal, Pi.star_apply, Complex.re_sum]
    refine Finset.sum_congr rfl fun i _ => ?_
    simp only [Complex.star_def, Complex.mul_re, Complex.mul_im, Complex.conj_re,
      Complex.conj_im, Complex.ofReal_re, Complex.ofReal_im, Complex.normSq_apply]
    ring
  have hx : C *ᵥ ((Cᴴ * S) *ᵥ x) = x := by
    rw [Matrix.mulVec_mulVec, mul_eq_one_comm.mp hC.1, Matrix.one_mulVec]
  have hH : Cᴴ * H * C = diagonal (fun i => (e i : ℂ)) := by
    rw [Matrix.mul_assoc, hC.2, ← Matrix.mul_assoc, ← Matrix.mul_assoc, hC.1, Matrix.one_mul]
  have h1 := form_mulVec S C ((Cᴴ * S) *ᵥ x)
  have h2 := form_mulVec H C ((Cᴴ * S) *ᵥ x)
  have h3 := hdiag (fun _ => 1) ((Cᴴ * S) *ᵥ x)
  simp only [Complex.ofReal_one, Matrix.diagonal_one, one_mul] at h3
  rw [hx, hC.1] at h1
  rw [hx, hH] at h2
  exact ⟨h1.trans h3, h2.trans (hdiag e _)⟩
```

If $x\ne0$, then $a\ne0$ because $x=Ca$, so at least one term of the first sum is positive and $x^\dagger Sx>0$.

```lean
/-- An overlap matrix that admits a complete orthonormal set of solutions gives every
nonzero vector a positive squared norm. -/
theorem form_pos (h : OrderedLevels H S e) {x : Fin n → ℂ} (hx : x ≠ 0) : 0 < form S x := by
  obtain ⟨_, C, hC⟩ := h
  have hback : C *ᵥ ((Cᴴ * S) *ᵥ x) = x := by
    rw [Matrix.mulVec_mulVec, mul_eq_one_comm.mp hC.1, Matrix.one_mulVec]
  have ha : (Cᴴ * S) *ᵥ x ≠ 0 := by
    intro h0
    rw [h0, Matrix.mulVec_zero] at hback
    exact hx hback.symm
  obtain ⟨i, hi⟩ := Function.ne_iff.mp ha
  rw [(form_eq_sum hC x).1]
  exact Finset.sum_pos' (fun j _ => Complex.normSq_nonneg _)
    ⟨i, Finset.mem_univ i, Complex.normSq_pos.mpr hi⟩
```

## One vector that compares two overlaps

Let $S'$ be a second overlap with the same $H$, levels $f_i$ and coefficient matrix $B$, and put $b=B^\dagger S'x$. Require $b_i=0$ for $i<k$ and $a_i=0$ for $i>k$. These are $n-1$ linear conditions on $n$ unknowns, so some $x\neq0$ meets them all. For this $x$,

$$f_k\,x^\dagger S'x=f_k\sum_{i\ge k}|b_i|^2\le\sum_{i\ge k}f_i|b_i|^2=x^\dagger Hx=\sum_{i\le k}e_i|a_i|^2\le e_k\,x^\dagger Sx.$$

Lean writes the conditions as a square matrix whose row $k$ is zero. Its determinant vanishes, which supplies $x$. The two final bullets are the two inequalities.

```lean
/-- For one Hamiltonian and two overlaps, some nonzero trial vector `x` satisfies
`f_k xᴴ S' x ≤ e_k xᴴ S x`, where `e` and `f` are the respective ordered levels. -/
theorem exists_trial_vector (he : OrderedLevels H S e) (hf : OrderedLevels H S' f)
    (k : Fin n) : ∃ x, x ≠ 0 ∧ f k * form S' x ≤ e k * form S x := by
  obtain ⟨me, C, hC⟩ := he
  obtain ⟨mf, B, hB⟩ := hf
  -- n - 1 linear conditions: no component above k in C, none below k in B
  have hdet : (Matrix.of (fun i j : Fin n => if i < k then (Bᴴ * S') i j
      else if k < i then (Cᴴ * S) i j else 0)).det = 0 :=
    Matrix.det_eq_zero_of_row_eq_zero k (fun j => by simp)
  obtain ⟨x, hx, hM⟩ := Matrix.exists_mulVec_eq_zero_iff.mpr hdet
  have ha : ∀ i, k < i → ((Cᴴ * S) *ᵥ x) i = 0 := by
    intro i hi
    have h := congrFun hM i
    simp only [Matrix.mulVec, dotProduct, Matrix.of_apply, if_neg (not_lt_of_ge hi.le),
      if_pos hi] at h
    exact h
  have hb : ∀ i, i < k → ((Bᴴ * S') *ᵥ x) i = 0 := by
    intro i hi
    have h := congrFun hM i
    simp only [Matrix.mulVec, dotProduct, Matrix.of_apply, if_pos hi] at h
    exact h
  refine ⟨x, hx, le_trans (b := form H x) ?_ ?_⟩
  · rw [(form_eq_sum hB x).1, (form_eq_sum hB x).2, Finset.mul_sum]
    refine Finset.sum_le_sum fun i _ => ?_
    rcases lt_or_ge i k with hi | hi
    · simp [hb i hi]
    · exact mul_le_mul_of_nonneg_right (mf hi) (Complex.normSq_nonneg _)
  · rw [(form_eq_sum hC x).1, (form_eq_sum hC x).2, Finset.mul_sum]
    refine Finset.sum_le_sum fun i _ => ?_
    rcases lt_or_ge k i with hi | hi
    · simp [ha i hi]
    · exact mul_le_mul_of_nonneg_right (me hi) (Complex.normSq_nonneg _)
```

## The bound for every level

With $S'=S+D$, the new squared norm splits as $x^\dagger(S+D)x=x^\dagger Sx+x^\dagger Dx$.

```lean
theorem form_add (A B : Matrix (Fin n) (Fin n) ℂ) (x : Fin n → ℂ) :
    form (A + B) x = form A x + form B x := by
  simp [form, Matrix.add_mulVec, dotProduct_add]
```

The assumption on the error is $|c^\dagger Dc|\le q\,c^\dagger Sc$ for all $c$: no orbital has its squared norm misjudged by more than the fraction $q$. Write $s=x^\dagger Sx>0$ and $d=x^\dagger Dx$. The comparison $f_k(s+d)\le e_ks$ becomes, with $t=f_k-e_k$,

$$t\,(s+d)\le-e_kd\le|e_k|\,qs.$$

If $t\le0$, then $t\le q|e_k|/(1-q)$ holds at once. If $t>0$, then $s+d\ge(1-q)s$ gives $t(1-q)s\le q|e_k|s$, and $s$ cancels. The proof splits by sign because multiplying $s+d\ge(1-q)s$ by a negative $t$ would reverse the inequality.

For the lower bound, exchange the two problems. A vector $y\neq0$, now with $s=y^\dagger Sy$ and $d=y^\dagger Dy$, satisfies $e_ks\le f_k(s+d)$, hence $(e_k-f_k)(s+d)\le e_kd$. This is the same estimate with $-e_k$ in place of $e_k$. In the code, `key` is the shared estimate, and `up` and `lo` are its two uses.

```lean
/-- If the overlap error obeys `|cᴴ D c| ≤ q cᴴ S c` for all `c`, with `q < 1`, then each ordered
level moves by at most `q |e_k| / (1 - q)` when `H` is held fixed. -/
theorem abs_level_sub_le (he : OrderedLevels H S e) (hf : OrderedLevels H (S + D) f)
    (hq : q < 1) (hD : ∀ c, |form D c| ≤ q * form S c) (k : Fin n) :
    |f k - e k| ≤ q * |e k| / (1 - q) := by
  -- the scalar estimate shared by the upper and the lower bound
  have key : ∀ s d E t : ℝ, 0 < s → |d| ≤ q * s → t * (s + d) ≤ -E * d →
      t ≤ q * |E| / (1 - q) := by
    intro s d E t hs hd ht
    have hq0 : 0 ≤ q := (mul_nonneg_iff_of_pos_right hs).mp ((abs_nonneg d).trans hd)
    have h1 : -E * d ≤ |E| * (q * s) := by
      calc -E * d ≤ |-E * d| := le_abs_self _
        _ = |E| * |d| := by rw [abs_mul, abs_neg]
        _ ≤ |E| * (q * s) := mul_le_mul_of_nonneg_left hd (abs_nonneg E)
    rw [le_div_iff₀ (by linarith)]
    rcases le_total t 0 with h0 | h0
    · exact (mul_nonpos_of_nonpos_of_nonneg h0 (by linarith)).trans
        (mul_nonneg hq0 (abs_nonneg E))
    · have h2 : t * ((1 - q) * s) ≤ t * (s + d) :=
        mul_le_mul_of_nonneg_left (by linarith [(abs_le.mp hd).1]) h0
      exact le_of_mul_le_mul_right (by linarith : t * (1 - q) * s ≤ q * |E| * s) hs
  obtain ⟨x, hx, h1⟩ := exists_trial_vector he hf k
  obtain ⟨y, hy, h2⟩ := exists_trial_vector hf he k
  rw [form_add] at h1 h2
  have up := key _ _ (e k) (f k - e k) (form_pos he hx) (hD x) (by linarith)
  have lo := key _ _ (-e k) (e k - f k) (form_pos he hy) (hD y) (by linarith)
  rw [abs_neg] at lo
  exact abs_le.mpr ⟨by linarith, up⟩
```

In a calculation, the smallest admissible $q$ is the largest $|\mu|$ among the solutions of $Dc=\mu Sc$. Take two normalised functions with overlap 0.999 and an error of $10^{-6}$ in that element. The normalised-coefficient combination $(1,-1)/\sqrt2$ has squared norm $0.001$, and the error changes it by $10^{-6}$ in magnitude, so $q=10^{-3}$. A level at $-0.5$ hartree then moves by at most about $0.0005$ hartree. For a given value of $e_k$, near linear dependence enters the bound only through $q$; it can also make $|e_k|$ itself large.

For Hartree–Fock or tight-binding work in a finite basis, the bound describes one diagonalisation with the Hamiltonian matrix unchanged. Carrying it over to a self-consistent calculation requires a separate estimate of how the overlap error alters the Fock matrix itself.

## The perturbed overlap is still a metric

The main theorem takes both lists of levels as given. For Hermitian $H$ and $D$, positive definite $S$ and an error bounded as above with $q<1$, they exist. First, for $c\ne0$,

$$c^\dagger(S+D)c\ge(1-q)\,c^\dagger Sc>0,$$

so $S+D$ is positive definite too.

```lean
/-- A Hermitian error with `|cᴴ D c| ≤ q cᴴ S c` for all `c` and `q < 1` leaves a positive
definite overlap positive definite. -/
theorem posDef_add (hS : S.PosDef) (hDh : D.IsHermitian) (hq : q < 1)
    (hD : ∀ c, |form D c| ≤ q * form S c) : (S + D).PosDef := by
  have hh : (S + D).IsHermitian := hS.1.add hDh
  refine Matrix.posDef_iff_dotProduct_mulVec.mpr ⟨hh, fun x hx => ?_⟩
  have hs : 0 < form S x := (Complex.lt_def.mp (hS.dotProduct_mulVec_pos hx)).1
  refine Complex.lt_def.mpr ⟨?_, (hh.im_star_dotProduct_mulVec_self x).symm⟩
  change 0 < form (S + D) x
  rw [form_add]
  nlinarith [(abs_le.mp (hD x)).1, mul_pos (sub_pos.mpr hq) hs]
```

## Existence and uniqueness of the levels

The basis is orthonormalised here by rescaling the eigenvectors of $S$. For each eigenvalue $w>0$ this uses a number $r$ with $rwr=1$, such as $r=w^{-1/2}$.

```lean
theorem exists_scale {w : ℝ} (hw : 0 < w) : ∃ r : ℝ, r * w * r = 1 := by
  refine ⟨(Real.sqrt w)⁻¹, ?_⟩
  have hs : Real.sqrt w ≠ 0 := (Real.sqrt_pos.mpr hw).ne'
  calc (Real.sqrt w)⁻¹ * w * (Real.sqrt w)⁻¹
      = (Real.sqrt w)⁻¹ * (Real.sqrt w * Real.sqrt w) * (Real.sqrt w)⁻¹ := by
        rw [Real.mul_self_sqrt hw.le]
    _ = 1 := by rw [← mul_assoc, inv_mul_cancel₀ hs, one_mul, mul_inv_cancel₀ hs]
```

The construction also uses the spectral theorem with sorted eigenvalues: a Hermitian $A$ has a unitary $U$ and increasing real $w_i$ with $AU=U\,\mathrm{diag}(w)$. Lean sorts Mathlib's eigenvalues and permutes the eigenvectors accordingly.

```lean
theorem exists_diagonalisation {A : Matrix (Fin n) (Fin n) ℂ} (hA : A.IsHermitian) :
    ∃ (U : Matrix (Fin n) (Fin n) ℂ) (w : Fin n → ℝ), Monotone w ∧
      (∀ j, ∃ i, w j = hA.eigenvalues i) ∧ Uᴴ * U = 1 ∧
      A * U = U * diagonal (fun i => (w i : ℂ)) := by
  have hσ := Tuple.monotone_sort hA.eigenvalues
  generalize Tuple.sort hA.eigenvalues = σ at hσ
  refine ⟨Matrix.of fun i j => (hA.eigenvectorBasis (σ j)).ofLp i, hA.eigenvalues ∘ σ, hσ,
    fun j => ⟨σ j, rfl⟩, ?_, ?_⟩
  · ext i j
    have h := orthonormal_iff_ite.mp hA.eigenvectorBasis.orthonormal (σ i) (σ j)
    rw [PiLp.inner_apply] at h
    simpa [Matrix.mul_apply, Matrix.one_apply, mul_comm] using h
  · ext i j
    have h := congrFun (hA.mulVec_eigenvectorBasis (σ j)) i
    rw [Matrix.mul_diagonal, Matrix.mul_apply]
    simpa [Matrix.mulVec, dotProduct, mul_comm] using h
```

Apply this to $S$ and set $B=U\,\mathrm{diag}(w^{-1/2})$, where $B$ is now the orthonormalising matrix. Then $B^\dagger SB=1$, which is canonical orthogonalisation. Next diagonalise the transformed Hamiltonian, $B^\dagger HB\,V=V\,\mathrm{diag}(e)$ with $V$ unitary, and put $C=BV$. Then

$$C^\dagger SC=V^\dagger V=1,\qquad HC=SBB^\dagger HBV=SBV\,\mathrm{diag}(e)=SC\,\mathrm{diag}(e),$$

where $SBB^\dagger=1$ follows from $B^\dagger SB=1$. For uniqueness, two ordered lists for the same $(H,S)$ differ by at most zero, by the main theorem with $D=0$ and $q=0$.

```lean
/-- A Hermitian Hamiltonian and a positive definite overlap have exactly one ordered list of
generalised eigenvalues. -/
theorem existsUnique_levels (hH : H.IsHermitian) (hS : S.PosDef) :
    ∃! e, OrderedLevels H S e := by
  obtain ⟨U, w, _, hw, hU, hSU⟩ := exists_diagonalisation hS.1
  have hpos : ∀ j, 0 < w j := fun j => by
    obtain ⟨i, hi⟩ := hw j
    rw [hi]
    exact hS.eigenvalues_pos i
  choose r hr using fun j => exists_scale (hpos j)
  -- B orthonormalises the basis
  obtain ⟨B, hB⟩ : ∃ B : Matrix (Fin n) (Fin n) ℂ, Bᴴ * S * B = 1 := by
    refine ⟨U * diagonal (fun j => (r j : ℂ)), ?_⟩
    have hR : (diagonal (fun j => (r j : ℂ)))ᴴ = diagonal (fun j => (r j : ℂ)) := by
      rw [Matrix.diagonal_conjTranspose]
      congr 1
      funext j
      simp
    calc _ = diagonal (fun j => (r j : ℂ)) * (Uᴴ * (S * U)) * diagonal (fun j => (r j : ℂ)) := by
          rw [Matrix.conjTranspose_mul, hR]
          simp only [Matrix.mul_assoc]
      _ = 1 := by
          rw [hSU, ← Matrix.mul_assoc Uᴴ, hU, Matrix.one_mul, Matrix.diagonal_mul_diagonal,
            Matrix.diagonal_mul_diagonal, ← Matrix.diagonal_one]
          congr 1
          funext j
          exact_mod_cast hr j
  obtain ⟨V, e, me, _, hV, hHV⟩ :=
    exists_diagonalisation (Matrix.isHermitian_conjTranspose_mul_mul B hH)
  have hB' : S * B * Bᴴ = 1 := mul_eq_one_comm.mp (by rw [← Matrix.mul_assoc, hB])
  have he : OrderedLevels H S e := by
    refine ⟨me, B * V, ?_, ?_⟩
    · calc (B * V)ᴴ * S * (B * V) = Vᴴ * (Bᴴ * S * B) * V := by
            rw [Matrix.conjTranspose_mul]
            simp only [Matrix.mul_assoc]
        _ = 1 := by rw [hB, Matrix.mul_one, hV]
    · calc H * (B * V) = (S * B * Bᴴ) * (H * (B * V)) := by rw [hB', Matrix.one_mul]
        _ = S * B * (Bᴴ * H * B * V) := by simp only [Matrix.mul_assoc]
        _ = _ := by
            rw [hHV]
            simp only [Matrix.mul_assoc]
  refine ⟨e, he, fun f hf => funext fun k => ?_⟩
  -- uniqueness is the perturbation bound without perturbation
  have h := abs_level_sub_le (D := 0) (q := 0) he (by simpa using hf) one_pos
    (fun c => by simp [form]) k
  rw [zero_mul, zero_div] at h
  exact sub_eq_zero.mp (abs_nonpos_iff.mp h)
```

## An error that attains the bound

For $0\le q<1$ take $D=-qS$. Then $|c^\dagger Dc|=q\,c^\dagger Sc$ and $S+D=(1-q)S$. The rescaled matrix $(1-q)^{-1/2}C$ is orthonormal in the new overlap and solves the new equations with levels $e_k/(1-q)$. Each shift is

$$\left|\frac{e_k}{1-q}-e_k\right|=\frac{q\,|e_k|}{1-q},$$

so equality holds for all $k$ at once. For $q>0$, positive levels rise and negative ones fall. In the code, `t` is the factor $(1-q)^{-1/2}$.

```lean
/-- The bound is sharp: for `0 ≤ q < 1` the error `D = -q S` has `|cᴴ D c| = q cᴴ S c` and
moves every level by exactly `q |e_k| / (1 - q)`. -/
theorem bound_attained (he : OrderedLevels H S e) (hq0 : 0 ≤ q) (hq : q < 1) :
    (∀ c, |form ((-q : ℂ) • S) c| = q * form S c) ∧
    OrderedLevels H (S + (-q : ℂ) • S) (fun k => e k / (1 - q)) ∧
    ∀ k, |e k / (1 - q) - e k| = q * |e k| / (1 - q) := by
  have hp : 0 < 1 - q := by linarith
  obtain ⟨me, C, hC⟩ := he
  refine ⟨fun c => ?_, ⟨fun i j hij => div_le_div_of_nonneg_right (me hij) hp.le, ?_⟩,
    fun k => ?_⟩
  · have h0 : 0 ≤ form S c := by
      rw [(form_eq_sum hC c).1]
      exact Finset.sum_nonneg fun i _ => Complex.normSq_nonneg _
    have h1 : form ((-q : ℂ) • S) c = -(q * form S c) := by
      simp [form, Matrix.smul_mulVec, Matrix.neg_mulVec]
    rw [h1, abs_neg, abs_of_nonneg (mul_nonneg hq0 h0)]
  · obtain ⟨t, ht⟩ := exists_scale hp
    have htc : (t : ℂ) * (1 - q) * t = 1 := by exact_mod_cast ht
    have hpc : (1 - q : ℂ) ≠ 0 := by exact_mod_cast hp.ne'
    have hS : S + (-q : ℂ) • S = (1 - q : ℂ) • S := by module
    have hd : diagonal (fun k => ((e k / (1 - q) : ℝ) : ℂ)) =
        (1 - q : ℂ)⁻¹ • diagonal (fun k => (e k : ℂ)) := by
      rw [← Matrix.diagonal_smul]
      congr 1
      funext k
      simp [div_eq_mul_inv, mul_comm]
    -- the eigenvectors are only rescaled
    refine ⟨(t : ℂ) • C, ?_, ?_⟩
    · rw [hS, Matrix.conjTranspose_smul, Complex.star_def, Complex.conj_ofReal]
      simp only [Matrix.smul_mul, Matrix.mul_smul, smul_smul, hC.1]
      rw [show (t : ℂ) * ((1 - q) * t) = 1 by rw [← mul_assoc, htc]
        |> fun h => h, one_smul]
    · rw [hS, hd]
      simp only [Matrix.smul_mul, Matrix.mul_smul, smul_smul, hC.2]
      congr 1
      field_simp
  · have h : e k / (1 - q) - e k = q * e k / (1 - q) := by
      field_simp
      ring
    rw [h, abs_div, abs_mul, abs_of_nonneg hq0, abs_of_pos hp]

end RelativeOverlapError
```

```lean
#print axioms RelativeOverlapError.abs_level_sub_le
#print axioms RelativeOverlapError.posDef_add
#print axioms RelativeOverlapError.existsUnique_levels
#print axioms RelativeOverlapError.bound_attained
```

```
'RelativeOverlapError.abs_level_sub_le' depends on axioms: [propext, Classical.choice, Quot.sound]
'RelativeOverlapError.posDef_add' depends on axioms: [propext, Classical.choice, Quot.sound]
'RelativeOverlapError.existsUnique_levels' depends on axioms: [propext, Classical.choice, Quot.sound]
'RelativeOverlapError.bound_attained' depends on axioms: [propext, Classical.choice, Quot.sound]
```
